# Positive semidefinite contact matrices with equal kernels are proportional if one has rank one

Let $A$ and $B$ be positive semidefinite complex matrices of the same finite size, with $A$ of rank one. Then

$$\ker A=\ker B\quad\Longleftrightarrow\quad B=kA\ \text{ for some real } k>0 .$$

If the kernels agree, then $\operatorname{tr}(B(D_1-D_2))=k\operatorname{tr}(A(D_1-D_2))$ for all $D_1,D_2$. With a frozen core and the same density matrices for both operators, a least-squares Mössbauer calibration made with $B$ then predicts the same isomer shifts as the corresponding one made with $A$.

## Contact densities from an untransformed operator

Many scalar-relativistic codes work with a transformed Hamiltonian. The contact operator, which measures the electron density at the nucleus, should be transformed along with it; leaving it untransformed causes a picture-change error. Let $A$ be the transformed contact matrix in a valence basis and $B$ the untransformed one. For a frozen core, a one-electron contact operator of rank one and equal kernels, the error in the valence part is a single factor $k$, which a fitted slope absorbs.

Equal kernels mean that a valence orbital invisible to one operator is invisible to the other. This holds, for example, if all valence orbitals have the same shape near the nucleus and differ only in amplitude, and both operators probe only that region and give that shape a nonzero density.

A Mössbauer calibration fits measured isomer shifts by a straight line in the computed contact density. Its constants belong to the operator they were fitted with. A slope and an intercept fitted with $A$ must be converted before they are used on densities from $B$.

## From equal kernels to equal shifts

Since $A$ has rank one, some vector $w$ has $Aw\neq0$, and equal kernels give $Bw\neq0$. Set $\alpha=w^\dagger Aw$ and $\beta=w^\dagger Bw$. Both are real and non-negative. Writing $A=C^\dagger C$ gives $\alpha=\lVert Cw\rVert^2$, so $\alpha=0$ would force $Cw=0$ and hence $Aw=0$. Thus $\alpha>0$, and likewise $\beta>0$.

Rank one makes every image parallel to $Aw$. For any $x$ there is a $c$ with $Ax=cAw$, so $A(x-cw)=0$. Equal kernels give $B(x-cw)=0$, that is, $Bx=cBw$ with the same $c$. For a second vector $y$, let $d$ be its coefficient. Hermiticity gives

$$y^\dagger Ax=c\,y^\dagger Aw=c\,(Ay)^\dagger w=c\,\bar d\,(Aw)^\dagger w=c\,\bar d\,\alpha ,$$

and in the same way $y^\dagger Bx=c\,\bar d\,\beta$. With the basis vectors $x=e_j$ and $y=e_i$ this reads $B_{ij}=(\beta/\alpha)A_{ij}$, so $k=\beta/\alpha$. Conversely, if $B=kA$ with $k>0$, then $Bx=0$ exactly when $Ax=0$.

The trace identity follows by linearity. For a valence density matrix $D$ and core constants $\mathrm{core}_A$ and $\mathrm{core}_B$, the contact densities are $\rho_A=\mathrm{core}_A+\operatorname{Re}\operatorname{tr}(AD)$ and $\rho_B=\mathrm{core}_B+\operatorname{Re}\operatorname{tr}(BD)$, so

$$\rho_B=k\rho_A+b,\qquad b=\mathrm{core}_B-k\,\mathrm{core}_A .$$

A calibration line with slope $s$ and intercept $t$ on the $B$ densities satisfies

$$s\rho_B+t=ks\,\rho_A+(t+sb).$$

It therefore has the same residuals, for any measured shifts $\delta_i$, as the line $(ks,\;t+sb)$ on the $A$ densities. The map $(s,t)\mapsto(ks,t+sb)$ has the inverse $(s',t')\mapsto(s'/k,\;t'-s'b/k)$, so minimisers correspond to minimisers.

## Two orbitals and three densities

Take two orthonormal valence orbitals with amplitudes $(2,1)$ at the nucleus, and $k=5/4$:

$$A=\begin{pmatrix}4&2\\2&1\end{pmatrix},\qquad B=\begin{pmatrix}5&5/2\\5/2&5/4\end{pmatrix}.$$

Let $\mathrm{core}_A=10$ and $\mathrm{core}_B=12$, so $b=-0.5$. One electron in the first or the second orbital gives $\rho_A=14$ or $11$, and $\rho_B=17$ or $13.25$. The differences are $3$ and $3.75=\tfrac54\cdot3$.

Suppose the shifts of these two states are $0.2$ and $0.8$ in some unit. The line through the $A$ data has slope $-0.2$ and intercept $3$; the line through the $B$ data has slope $-0.16$ and intercept $2.92$. Indeed $\tfrac54(-0.16)=-0.2$ and $2.92+(-0.16)(-0.5)=3$.

For a third state, with the electron in $(1,1)/\sqrt2$, the densities are $\rho_A=14.5$ and $\rho_B=17.625$. Both lines predict a shift of $0.1$.

## The Lean file

```lean
import Mathlib

open Matrix
open scoped ComplexOrder

namespace ContactPictureChange

noncomputable section

variable {n : Type*} [Fintype n] [DecidableEq n]

/-- The contact matrix of a basis whose orbitals have the amplitudes `φ i` at the nucleus:
its elements are `conj (φ i) * φ j`. -/
def contactMatrix (φ : n → ℂ) : Matrix n n ℂ := vecMulVec (star φ) φ

/-- The contact density: a frozen-core constant plus the real part of `tr (A D)`, for the
valence contact matrix `A` and the valence density matrix `D`. -/
def contactDensity (core : ℝ) (A D : Matrix n n ℂ) : ℝ := core + (A * D).trace.re

/-- The sum of squared deviations of measured shifts `δ` from the calibration line with
slope `s` and intercept `t`, evaluated at the computed densities `ρ`. -/
def misfit {N : ℕ} (δ ρ : Fin N → ℝ) (s t : ℝ) : ℝ := ∑ i, (δ i - (s * ρ i + t)) ^ 2

/-- The line with slope `s` and intercept `t` is a least-squares calibration of the shifts `δ`
against the densities `ρ`. -/
def IsBestFit {N : ℕ} (δ ρ : Fin N → ℝ) (s t : ℝ) : Prop :=
  ∀ s' t', misfit δ ρ s t ≤ misfit δ ρ s' t'

/-- A matrix element is the sesquilinear form of the matrix between two basis vectors. -/
theorem element_eq_form (M : Matrix n n ℂ) (i j : n) :
    M i j = star (Pi.single i (1 : ℂ)) ⬝ᵥ M *ᵥ Pi.single j (1 : ℂ) := by
  have hs : star (Pi.single i (1 : ℂ) : n → ℂ) = Pi.single i 1 := by
    funext a
    by_cases h : a = i <;> simp [h]
  rw [hs]
  simp [dotProduct, Matrix.mulVec, Pi.single_apply]

omit [DecidableEq n] in
/-- A positive semidefinite operator has a real, strictly positive expectation value on every
vector that it does not annihilate. -/
theorem expectation_pos {M : Matrix n n ℂ} (hM : M.PosSemidef) {w : n → ℂ}
    (hw : M *ᵥ w ≠ 0) : ∃ r : ℝ, 0 < r ∧ star w ⬝ᵥ M *ᵥ w = (r : ℂ) := by
  have h := Complex.nonneg_iff.1 (hM.dotProduct_mulVec_nonneg w)
  have e : star w ⬝ᵥ M *ᵥ w = ((star w ⬝ᵥ M *ᵥ w).re : ℂ) :=
    Complex.ext (by simp) (by rw [Complex.ofReal_im]; exact h.2.symm)
  refine ⟨_, lt_of_le_of_ne h.1 (fun h0 => hw ?_), e⟩
  exact (hM.dotProduct_mulVec_zero_iff w).1 (e.trans (by rw [← h0, Complex.ofReal_zero]))

omit [DecidableEq n] in
/-- If a Hermitian operator sends `x` and `y` to multiples `c` and `d` of the image of `w`, its form
between `y` and `x` is `c * conj d` times its form between `w` and itself. -/
theorem form_of_parallel {M : Matrix n n ℂ} (hM : M.IsHermitian) {w x y : n → ℂ} {c d : ℂ}
    (hx : M *ᵥ x = c • M *ᵥ w) (hy : M *ᵥ y = d • M *ᵥ w) :
    star y ⬝ᵥ M *ᵥ x = c * star d * (star w ⬝ᵥ M *ᵥ w) := by
  have swap : ∀ u : n → ℂ, star u ⬝ᵥ M *ᵥ w = star (M *ᵥ u) ⬝ᵥ w := by
    intro u
    rw [Matrix.star_mulVec, hM.eq, Matrix.dotProduct_mulVec]
  rw [hx, dotProduct_smul, swap y, hy, star_smul, smul_dotProduct, ← swap w]
  simp only [smul_eq_mul]
  ring

/-- Let `A` and `B` be positive semidefinite contact matrices, `A` of rank one. They have the
same kernel if and only if `B` is a positive multiple of `A`. -/
theorem same_kernel_iff_proportional {A B : Matrix n n ℂ} (hA : A.PosSemidef)
    (hr : A.rank = 1) (hB : B.PosSemidef) :
    (∀ x, A *ᵥ x = 0 ↔ B *ᵥ x = 0) ↔ ∃ k : ℝ, 0 < k ∧ B = (k : ℂ) • A := by
  constructor
  · intro hker
    -- a vector seen by the contact operator
    obtain ⟨w, hw⟩ : ∃ w, A *ᵥ w ≠ 0 := by
      by_contra h
      have h' : ∀ w, A *ᵥ w = 0 := fun w => by_contra fun hw => h ⟨w, hw⟩
      have h0 : A = 0 := by
        ext i j
        rw [element_eq_form A i j, h']
        simp
      rw [h0, Matrix.rank_zero] at hr
      omega
    obtain ⟨a, ha, hAw⟩ := expectation_pos hA hw
    obtain ⟨b, hb, hBw⟩ := expectation_pos hB (fun h => hw ((hker w).2 h))
    -- rank one: every image is parallel to that of `w`, with the same coefficient for `B`
    have par : ∀ x, ∃ c : ℂ, A *ᵥ x = c • A *ᵥ w ∧ B *ᵥ x = c • B *ᵥ w := by
      intro x
      obtain ⟨c, hc⟩ := (finrank_eq_one_iff_of_nonzero'
        (⟨A *ᵥ w, ⟨w, rfl⟩⟩ : LinearMap.range A.mulVecLin)
        (fun h => hw (congrArg Subtype.val h))).1 hr ⟨A *ᵥ x, ⟨x, rfl⟩⟩
      have hc' : A *ᵥ x = c • A *ᵥ w := (congrArg Subtype.val hc).symm
      have h0 : B *ᵥ (x - c • w) = 0 := (hker _).1 (by
        rw [Matrix.mulVec_sub, Matrix.mulVec_smul, hc', sub_self])
      rw [Matrix.mulVec_sub, Matrix.mulVec_smul] at h0
      exact ⟨c, hc', sub_eq_zero.1 h0⟩
    refine ⟨b / a, div_pos hb ha, ?_⟩
    have ha0 : (a : ℂ) ≠ 0 := Complex.ofReal_ne_zero.2 ha.ne'
    ext i j
    obtain ⟨c, hc, hc'⟩ := par (Pi.single j 1)
    obtain ⟨d, hd, hd'⟩ := par (Pi.single i 1)
    rw [Matrix.smul_apply, smul_eq_mul, element_eq_form B i j, element_eq_form A i j,
      form_of_parallel hB.isHermitian hc' hd', form_of_parallel hA.isHermitian hc hd,
      hAw, hBw, Complex.ofReal_div, div_mul_eq_mul_div, eq_div_iff ha0]
    ring
  · rintro ⟨k, hk, rfl⟩ x
    simp [Matrix.smul_mulVec, hk.ne']

/-- If a rank-one contact matrix `A` and a contact matrix `B`, both positive semidefinite, have
the same kernel, all density differences computed with `B` are one positive multiple of those
computed with `A`. -/
theorem density_differences_scale {A B : Matrix n n ℂ} (hA : A.PosSemidef)
    (hr : A.rank = 1) (hB : B.PosSemidef) (hker : ∀ x, A *ᵥ x = 0 ↔ B *ᵥ x = 0) :
    ∃ k : ℝ, 0 < k ∧ ∀ D₁ D₂ : Matrix n n ℂ,
      (B * (D₁ - D₂)).trace = k * (A * (D₁ - D₂)).trace := by
  obtain ⟨k, hk, h⟩ := (same_kernel_iff_proportional hA hr hB).1 hker
  refine ⟨k, hk, fun D₁ D₂ => ?_⟩
  rw [h, Matrix.smul_mul, Matrix.trace_smul, smul_eq_mul]

/-- Scaling the densities by `k ≠ 0` and shifting them by `b` turns least-squares lines into
least-squares lines, with slope `k * s` and intercept `t + s * b` on the original densities. -/
theorem bestFit_affine {N : ℕ} (δ ρ : Fin N → ℝ) {k : ℝ} (hk : k ≠ 0) (b s t : ℝ) :
    IsBestFit δ (fun i => k * ρ i + b) s t ↔ IsBestFit δ ρ (k * s) (t + s * b) := by
  have key : ∀ s t, misfit δ (fun i => k * ρ i + b) s t = misfit δ ρ (k * s) (t + s * b) := by
    intro s t
    unfold misfit
    refine Finset.sum_congr rfl fun i _ => ?_
    ring
  constructor
  · intro h s' t'
    have h1 := h (s' / k) (t' - s' / k * b)
    have e : k * (s' / k) = s' := by field_simp
    rw [key s t, key (s' / k), e, sub_add_cancel] at h1
    exact h1
  · intro h s' t'
    rw [key s t, key s' t']
    exact h _ _

/-- Let `A` (of rank one) and `B` be positive semidefinite valence contact matrices with the same
kernel. Least-squares calibrations with `B` and with `A` correspond through one slope factor
`k > 0` and an intercept shift, and corresponding lines predict the same isomer shifts. -/
theorem calibration_absorbs_picture_change {A B : Matrix n n ℂ} (hA : A.PosSemidef)
    (hr : A.rank = 1) (hB : B.PosSemidef) (hker : ∀ x, A *ᵥ x = 0 ↔ B *ᵥ x = 0)
    (coreA coreB : ℝ) :
    ∃ k b : ℝ, 0 < k ∧ ∀ s t : ℝ,
      (∀ (N : ℕ) (δ : Fin N → ℝ) (D : Fin N → Matrix n n ℂ),
        IsBestFit δ (fun i => contactDensity coreB B (D i)) s t ↔
          IsBestFit δ (fun i => contactDensity coreA A (D i)) (k * s) (t + s * b)) ∧
      ∀ D : Matrix n n ℂ, s * contactDensity coreB B D + t =
        k * s * contactDensity coreA A D + (t + s * b) := by
  obtain ⟨k, hk, h⟩ := (same_kernel_iff_proportional hA hr hB).1 hker
  -- the two contact densities are related by an affine map
  have hρ : ∀ D, contactDensity coreB B D =
      k * contactDensity coreA A D + (coreB - k * coreA) := by
    intro D
    simp only [contactDensity, h, Matrix.smul_mul, Matrix.trace_smul, smul_eq_mul,
      Complex.re_ofReal_mul]
    ring
  refine ⟨k, coreB - k * coreA, hk, fun s t => ⟨fun N δ D => ?_, fun D => ?_⟩⟩
  · simp only [hρ]
    exact bestFit_affine δ _ hk.ne' _ s t
  · rw [hρ D]
    ring

/-- For amplitudes `φ` that are not all zero and a nonzero factor `z`, the contact matrices of `φ`
and `z • φ` are positive semidefinite with the same kernel, and the first has rank one. -/
theorem contactMatrix_witness {φ : n → ℂ} (hφ : φ ≠ 0) {z : ℂ} (hz : z ≠ 0) :
    (contactMatrix φ).PosSemidef ∧ (contactMatrix φ).rank = 1 ∧
      (contactMatrix (z • φ)).PosSemidef ∧
      ∀ x, contactMatrix φ *ᵥ x = 0 ↔ contactMatrix (z • φ) *ᵥ x = 0 := by
  have psd : ∀ ψ : n → ℂ, (contactMatrix ψ).PosSemidef := by
    intro ψ
    have e : contactMatrix ψ = (Matrix.of fun (_ : Fin 1) j => ψ j)ᴴ *
        (Matrix.of fun (_ : Fin 1) j => ψ j) := by
      ext i j
      simp [contactMatrix, Matrix.mul_apply, Matrix.vecMulVec_apply]
    rw [e]
    exact Matrix.posSemidef_conjTranspose_mul_self _
  have rk : (contactMatrix φ).rank = 1 := by
    have hle : (contactMatrix φ).rank ≤ 1 := Matrix.rank_vecMulVec_le _ _
    have hne : (contactMatrix φ).rank ≠ 0 := by
      intro h0
      have hl := LinearMap.range_eq_bot.1 (Submodule.finrank_eq_zero.1 h0)
      apply hφ
      funext i
      have hi : contactMatrix φ i i = 0 :=
        (element_eq_form (contactMatrix φ) i i).trans (by
          rw [← Matrix.mulVecLin_apply, hl]
          simp)
      simpa [contactMatrix, Matrix.vecMulVec_apply] using hi
    omega
  refine ⟨psd φ, rk, psd _, (same_kernel_iff_proportional (psd φ) rk (psd _)).2
    ⟨Complex.normSq z, Complex.normSq_pos.2 hz, ?_⟩⟩
  ext i j
  simp only [contactMatrix, Matrix.vecMulVec_apply, Matrix.smul_apply, Pi.star_apply,
    Pi.smul_apply, smul_eq_mul, star_mul, Complex.normSq_eq_conj_mul_self, starRingEnd_apply]
  ring

/-- Rank one cannot be dropped: the two-dimensional identity and `diag (1, 2)` are positive
semidefinite with the same kernel, but are not proportional. -/
theorem rank_two_not_proportional :
    (1 : Matrix (Fin 2) (Fin 2) ℂ).PosSemidef ∧
      (Matrix.diagonal ![(1 : ℂ), 2]).PosSemidef ∧
      (∀ x, (1 : Matrix (Fin 2) (Fin 2) ℂ) *ᵥ x = 0 ↔
        Matrix.diagonal ![(1 : ℂ), 2] *ᵥ x = 0) ∧
      ¬ ∃ k : ℝ, Matrix.diagonal ![(1 : ℂ), 2] = (k : ℂ) • 1 := by
  refine ⟨Matrix.PosSemidef.one, Matrix.posSemidef_diagonal_iff.2 ?_, fun x => ⟨?_, ?_⟩, ?_⟩
  · intro i
    fin_cases i <;> simp
  · intro h
    rw [Matrix.one_mulVec] at h
    rw [h, Matrix.mulVec_zero]
  · intro h
    have h0 := congrFun h 0
    have h1 := congrFun h 1
    simp [Matrix.mulVec_diagonal] at h0 h1
    rw [Matrix.one_mulVec]
    funext i
    fin_cases i
    exacts [h0, h1]
  · rintro ⟨k, h⟩
    have h0 : (1 : ℂ) = k := by simpa using congrFun (congrFun h 0) 0
    have h1 : (2 : ℂ) = k := by simpa using congrFun (congrFun h 1) 1
    have h2 := h1.trans h0.symm
    norm_num at h2

end

end ContactPictureChange
```

```lean
#print axioms ContactPictureChange.density_differences_scale
#print axioms ContactPictureChange.calibration_absorbs_picture_change
#print axioms ContactPictureChange.rank_two_not_proportional
```

```
'ContactPictureChange.density_differences_scale' depends on axioms: [propext, Classical.choice, Quot.sound]
'ContactPictureChange.calibration_absorbs_picture_change' depends on axioms: [propext, Classical.choice, Quot.sound]
'ContactPictureChange.rank_two_not_proportional' depends on axioms: [propext, Classical.choice, Quot.sound]
```

## Reading the theorems

The matrices have type `Matrix n n ℂ`, where `n` labels the valence basis. `PosSemidef` includes Hermiticity, and `A *ᵥ x = 0` says that $x$ lies in the kernel. In `same_kernel_iff_proportional` only `A` has a rank assumption.

`density_differences_scale` is the trace identity. Its `D₁` and `D₂` are arbitrary complex matrices, so density matrices are a special case. `contactDensity` takes the real part of the trace and adds the core constant.

`IsBestFit` says that no other slope and intercept give a smaller `misfit`. It doesn't require the best line to be unique, so the correspondence also holds when all computed densities coincide. In `calibration_absorbs_picture_change`, `k` and `b` are chosen before the line, the data set and the density matrices: one pair serves every calibration set and every later prediction.

`contactMatrix_witness` shows that the hypotheses are met by matrices with elements $\bar\varphi_i\varphi_j$, built from amplitudes $\varphi$ that are not all zero and from $z\varphi$ with $z\neq0$. `rank_two_not_proportional` gives two matrices of rank two, the identity and $\operatorname{diag}(1,2)$, that have equal kernels but are not proportional.

## How the lemmas divide the work

`element_eq_form` writes $M_{ij}$ as $e_i^\dagger Me_j$. `expectation_pos` supplies $\alpha>0$ and $\beta>0$, called `a` and `b` in the main proof (this `b` is not the density offset $b$ of the calibration). `form_of_parallel` is the computation of $c\,\bar d\,\alpha$; its inner step `swap` uses Hermiticity to move the matrix to the other side of the product. The main proof picks `w`, establishes the shared coefficients in `par`, and compares the matrices element by element.

`bestFit_affine` contains the calibration algebra. Its step `key` equates the two misfits, and the inverse map supplies the competing line needed in the forward direction. The final calibration theorem applies it to the affine relation `hρ`.

## Rank one as a statement about coefficients

The Mathlib lemma `finrank_eq_one_iff_of_nonzero'` says that a space containing a nonzero vector $v$ has dimension one exactly when every vector in it is a multiple of $v$. Here the space is `LinearMap.range A.mulVecLin`, the set of all images $Ax$, and $v$ is $Aw$.

Mathlib defines `Matrix.rank` as the dimension of this range, so the hypothesis `hr` can be handed to the lemma directly. Elements of the range are pairs of a vector and a proof that it is an image, which is why the code writes `⟨A *ᵥ x, ⟨x, rfl⟩⟩`. Applying `congrArg Subtype.val` returns to ordinary vectors and yields $Ax=cAw$. This step needs no eigenvectors or factorisation of $A$.

## Limits for a production code

Equality of the kernels is assumed, not derived from a particular relativistic transformation. It fails, for example, if the transformed operator gives a valence p orbital a nonzero density at the nucleus, since the untransformed point operator gives it none. For kernels that agree only approximately, the theorems give no error bound. They also compare two operators on the same density matrices, so a change in the orbitals themselves is a separate effect.

The rank condition depends on the representation. A spin-free contact operator of rank one in the spatial basis has rank two in the spin-orbital basis; the density matrix should then be summed over spin first. With spin-orbit coupling the transformed operator is in general not spin-free, and this reduction is not available. Averaging the density over a finite nucleus can also raise the rank.

The statements concern real and complex numbers and say nothing about rounding. In a code, a direct test is to compare $B$ with $kA$ element by element, taking $k=\operatorname{tr}B/\operatorname{tr}A$.
